# For a field across the layers, the macroscopic dielectric constant is the harmonic mean of the local permittivities

Take a stack with equal amounts of two materials, of relative permittivity 1 and 9, in a field normal to the layers. Averaging the permittivity gives 5, but the stack responds with 1.8. The average ignores local fields: the electric field is weaker where the permittivity is larger. In reciprocal space the error consists of reading off the head $\varepsilon_{00}$ of the dielectric matrix instead of inverting the matrix first.

The model is a ring of $N\ge 1$ equally spaced points $x$ with local permittivities $e_x$. Points and reciprocal vectors are both labelled by `ZMod N`, the integers modulo $N$.

```lean
import Mathlib

open Finset

namespace LayeredDielectric

noncomputable section

variable {N : ℕ} [NeZero N]
```

## From local permittivities to a matrix

Locally $D(x)=e_xE(x)$, in units with vacuum permittivity 1. Inserting $E(x)=\sum_H E_H e^{2\pi i Hx/N}$ and projecting on the plane wave $G$ gives $D_G=\sum_H\varepsilon_{GH}E_H$, with

$$\varepsilon_{GH}=\frac1N\sum_x e_x\,e^{-2\pi i(G-H)x/N}.$$

The definition admits complex $e_x$; `val` picks the representatives $0,\dots,N-1$.

```lean
/-- The dielectric matrix `ε_GH = (1/N) ∑ₓ eₓ exp(-2πi (G-H) x / N)` of a ring of `N` points
with local permittivities `eₓ`. -/
def dielectricMatrix (e : ZMod N → ℂ) : Matrix (ZMod N) (ZMod N) ℂ :=
  Matrix.of fun G H => (1 / (N : ℂ)) * ∑ x : ZMod N, e x *
    Complex.exp (-2 * Real.pi * Complex.I * ((G.val : ℂ) - H.val) * x.val / N)
```

For a field normal to the layers, and without free charge in the stack, Gauss's law makes $D$ uniform, so only $D_0$ is nonzero. Then $E_0=(\varepsilon^{-1})_{00}D_0$, and the macroscopic constant is $D_0/E_0=1/(\varepsilon^{-1})_{00}$. Lean takes this ratio as a definition.

```lean
/-- The macroscopic dielectric constant `1/(ε⁻¹)₀₀`, meant for an invertible matrix `ε`
with `(ε⁻¹)₀₀ ≠ 0`. -/
def macroscopicConstant (ε : Matrix (ZMod N) (ZMod N) ℂ) : ℂ :=
  1 / (ε⁻¹ 0 0)
```

With $\psi(k)=e^{2\pi i k/N}$, the phase is $\psi((H-G)x)$. It depends only on residues modulo $N$, so the choice of representatives is immaterial. The proof writes the exponent as an integer and identifies the exponential with Mathlib's `ZMod.stdAddChar`.

```lean
/-- The entries of the dielectric matrix written with the standard character of the ring,
`ψ(k) = exp(2πi k / N)`. -/
theorem dielectricMatrix_apply (e : ZMod N → ℂ) (G H : ZMod N) :
    dielectricMatrix e G H =
      (1 / (N : ℂ)) * ∑ x : ZMod N, e x * ZMod.stdAddChar ((H - G) * x) := by
  unfold dielectricMatrix
  rw [Matrix.of_apply]
  congr 1
  refine Finset.sum_congr rfl fun x _ => ?_
  have h : ((((H.val : ℤ) - (G.val : ℤ)) * (x.val : ℤ) : ℤ) : ZMod N) = (H - G) * x := by
    simp only [Int.cast_mul, Int.cast_sub, Int.cast_natCast, ZMod.natCast_zmod_val]
  rw [← h, ZMod.stdAddChar_coe]
  congr 2
  simp only [Int.cast_mul, Int.cast_sub, Int.cast_natCast]
  ring
```

## Multiplying matrices multiplies permittivities

For two points $x,y$, separate the phase that contains the intermediate vector $K$:

$$\sum_K\psi((K-G)x)\,\psi((H-K)y)=\psi(Hy-Gx)\sum_K\psi(K(x-y)).$$

If $x=y$, the last sum is $N$. Otherwise, shifting $K$ by one multiplies it by $\psi(x-y)\ne1$, so it vanishes. `AddChar.sum_mulShift` supplies both cases.

```lean
/-- Orthogonality of plane waves: the sum over the intermediate reciprocal vector `K`
vanishes unless the two points `x` and `y` coincide. -/
theorem planeWave_orthogonality (G H x y : ZMod N) :
    ∑ K : ZMod N, (ZMod.stdAddChar ((K - G) * x) * ZMod.stdAddChar ((H - K) * y) : ℂ) =
      if x = y then (N : ℂ) * ZMod.stdAddChar ((H - G) * x) else 0 := by
  -- separate the part of the phase that depends on `K`
  have h : ∀ K : ZMod N,
      (ZMod.stdAddChar ((K - G) * x) * ZMod.stdAddChar ((H - K) * y) : ℂ) =
        ZMod.stdAddChar (H * y - G * x) * ZMod.stdAddChar (K * (x - y)) := by
    intro K
    rw [← AddChar.map_add_eq_mul, ← AddChar.map_add_eq_mul]
    congr 1
    ring
  rw [Finset.sum_congr rfl fun K _ => h K, ← Finset.mul_sum,
    AddChar.sum_mulShift (x - y) (ZMod.isPrimitive_stdAddChar N)]
  by_cases hxy : x = y
  · subst hxy
    have hp : H * x - G * x = (H - G) * x := by ring
    rw [hp]
    simp [ZMod.card, mul_comm]
  · simp [hxy, sub_eq_zero]
```

For a second profile $f_x$, with matrix $\varepsilon[f]$, this gives

$$\sum_K\varepsilon[e]_{GK}\,\varepsilon[f]_{KH}=\frac1{N^2}\sum_{x,y}e_xf_y\,N\delta_{xy}\,\psi((H-G)x)=\varepsilon[ef]_{GH}.$$

In the proof, `h` expands the product, `Finset.sum_comm` moves the $K$ sum inside, and `inner` evaluates it.

```lean
/-- The product of two dielectric matrices is the dielectric matrix of the pointwise product
of the local permittivities. -/
theorem dielectricMatrix_mul (e f : ZMod N → ℂ) :
    dielectricMatrix e * dielectricMatrix f = dielectricMatrix (fun x => e x * f x) := by
  have hN : (N : ℂ) ≠ 0 := Nat.cast_ne_zero.mpr (NeZero.ne N)
  have hc : (1 / (N : ℂ)) * N = 1 := one_div_mul_cancel hN
  ext G H
  rw [Matrix.mul_apply]
  simp only [dielectricMatrix_apply]
  have h : ∀ K : ZMod N,
      ((1 / (N : ℂ)) * ∑ x : ZMod N, e x * ZMod.stdAddChar ((K - G) * x)) *
        ((1 / (N : ℂ)) * ∑ y : ZMod N, f y * ZMod.stdAddChar ((H - K) * y)) =
      ∑ x : ZMod N, ∑ y : ZMod N, (1 / (N : ℂ) * (1 / (N : ℂ))) * ((e x * f y) *
        (ZMod.stdAddChar ((K - G) * x) * ZMod.stdAddChar ((H - K) * y))) := by
    intro K
    rw [mul_mul_mul_comm, Finset.sum_mul_sum, Finset.mul_sum]
    refine Finset.sum_congr rfl fun x _ => ?_
    rw [Finset.mul_sum]
    refine Finset.sum_congr rfl fun y _ => ?_
    ring
  -- the sum over `K` leaves only the terms with `x = y`
  have inner : ∀ x y : ZMod N,
      ∑ K : ZMod N, (1 / (N : ℂ) * (1 / (N : ℂ))) * ((e x * f y) *
        (ZMod.stdAddChar ((K - G) * x) * ZMod.stdAddChar ((H - K) * y))) =
      if x = y then (1 / (N : ℂ)) * (e x * f x * ZMod.stdAddChar ((H - G) * x)) else 0 := by
    intro x y
    rw [← Finset.mul_sum, ← Finset.mul_sum, planeWave_orthogonality]
    split_ifs with hxy
    · subst hxy
      linear_combination
        (1 / (N : ℂ) * (e x * f x * ZMod.stdAddChar ((H - G) * x))) * hc
    · simp
  rw [Finset.sum_congr rfl fun K _ => h K, Finset.sum_comm, Finset.mul_sum]
  refine Finset.sum_congr rfl fun x _ => ?_
  rw [Finset.sum_comm, Finset.sum_congr rfl fun y _ => inner x y]
  simp only [Finset.sum_ite_eq, Finset.mem_univ, if_true]
```

Vacuum has $e_x=1$, and $\frac1N\sum_x\psi((H-G)x)=\delta_{GH}$ by the same character sum.

```lean
/-- The dielectric matrix of vacuum, `eₓ = 1` everywhere, is the identity. -/
theorem dielectricMatrix_vacuum :
    dielectricMatrix (fun _ : ZMod N => (1 : ℂ)) = 1 := by
  have hN : (N : ℂ) ≠ 0 := Nat.cast_ne_zero.mpr (NeZero.ne N)
  ext G H
  rw [dielectricMatrix_apply]
  simp only [one_mul, mul_comm (H - G)]
  rw [AddChar.sum_mulShift (H - G) (ZMod.isPrimitive_stdAddChar N)]
  by_cases h : G = H
  · subst h
    simp [ZMod.card, hN]
  · have h' : H ≠ G := Ne.symm h
    simp [h, h', sub_eq_zero]
```

At $G=H=0$ every phase is 1, so $\varepsilon_{00}=\frac1N\sum_xe_x$.

```lean
/-- The head `ε₀₀` of the dielectric matrix is the arithmetic mean of the local
permittivities. -/
theorem dielectricMatrix_head (e : ZMod N → ℂ) :
    dielectricMatrix e 0 0 = (1 / (N : ℂ)) * ∑ x : ZMod N, e x := by
  rw [dielectricMatrix_apply]
  simp only [sub_self, zero_mul, AddChar.map_zero_eq_one, mul_one]
```

## Inverting the matrix

If every $e_x$ is nonzero, the product rule gives $\varepsilon[e]\,\varepsilon[1/e]=\varepsilon[1]=1$. The inverse is therefore the matrix of the reciprocal profile.

```lean
/-- If no local permittivity vanishes, the inverse dielectric matrix is the dielectric matrix
of the reciprocal permittivities `1/eₓ`. -/
theorem dielectricMatrix_inv (e : ZMod N → ℂ) (he : ∀ x, e x ≠ 0) :
    dielectricMatrix e * dielectricMatrix (fun x => (e x)⁻¹) = 1 ∧
      (dielectricMatrix e)⁻¹ = dielectricMatrix (fun x => (e x)⁻¹) := by
  have h : dielectricMatrix e * dielectricMatrix (fun x => (e x)⁻¹) = 1 := by
    have h1 : (fun x => e x * (e x)⁻¹) = fun _ => (1 : ℂ) :=
      funext fun x => mul_inv_cancel₀ (he x)
    rw [dielectricMatrix_mul, h1, dielectricMatrix_vacuum]
  exact ⟨h, Matrix.inv_eq_right_inv h⟩
```

Conversely, suppose $e_{x_0}=0$. Let $P$ be the matrix of the profile that is 1 at $x_0$ and 0 elsewhere. Then $\varepsilon P=0$, although $P_{00}=1/N\neq0$, so $\varepsilon$ is not invertible.

```lean
/-- The dielectric matrix is invertible exactly when no local permittivity vanishes. -/
theorem isUnit_dielectricMatrix_iff (e : ZMod N → ℂ) :
    IsUnit (dielectricMatrix e) ↔ ∀ x, e x ≠ 0 := by
  have hN : (N : ℂ) ≠ 0 := Nat.cast_ne_zero.mpr (NeZero.ne N)
  constructor
  · intro h x₀ hx₀
    -- a profile concentrated at a zero of `e` is annihilated
    have hp : (fun x => e x * (if x = x₀ then (1 : ℂ) else 0)) = fun _ => 0 := by
      funext x
      by_cases hx : x = x₀
      · rw [hx, hx₀, zero_mul]
      · rw [if_neg hx, mul_zero]
    have hz : dielectricMatrix e *
        dielectricMatrix (fun x => if x = x₀ then (1 : ℂ) else 0) = 0 := by
      rw [dielectricMatrix_mul, hp]
      ext G H
      simp [dielectricMatrix_apply]
    have h00 := congrFun (congrFun (h.mul_right_eq_zero.mp hz) 0) 0
    simp [dielectricMatrix_head, hN] at h00
  · intro he
    have h := (dielectricMatrix_inv e he).1
    exact ⟨⟨_, _, h, mul_eq_one_comm.mp h⟩, rfl⟩
```

## The two means

For real $e_x>0$, the head of the inverse is the mean of $1/e_x$, hence

$$\frac1{(\varepsilon^{-1})_{00}}=\frac{N}{\sum_x1/e_x},\qquad \varepsilon_{00}=\frac1N\sum_xe_x.$$

The theorem states invertibility and these two equalities, with the real means embedded in the complex numbers. The proof applies the head formula to the inverse and to the original matrix.

```lean
/-- Layered medium: for positive local permittivities the dielectric matrix is invertible, its
macroscopic constant is their harmonic mean, and its head is their arithmetic mean. -/
theorem layered_medium (e : ZMod N → ℝ) (he : ∀ x, 0 < e x) :
    IsUnit (dielectricMatrix fun x => (e x : ℂ)) ∧
      macroscopicConstant (dielectricMatrix fun x => (e x : ℂ)) =
        (((N : ℝ) / ∑ x : ZMod N, 1 / e x : ℝ) : ℂ) ∧
      dielectricMatrix (fun x => (e x : ℂ)) 0 0 =
        (((∑ x : ZMod N, e x) / (N : ℝ) : ℝ) : ℂ) := by
  have he' : ∀ x, (e x : ℂ) ≠ 0 := fun x => Complex.ofReal_ne_zero.mpr (he x).ne'
  refine ⟨(isUnit_dielectricMatrix_iff _).mpr he', ?_, ?_⟩
  · rw [macroscopicConstant, (dielectricMatrix_inv _ he').2, dielectricMatrix_head]
    push_cast
    simp only [mul_inv, inv_inv, div_eq_mul_inv, one_mul]
  · rw [dielectricMatrix_head]
    push_cast
    ring
```

For $N=1$ the matrix is the single number $e_0$, and both means equal it.

The same algebra gives $N/\sum_x1/e_x$ for nonzero complex permittivities, and so, in the quasistatic limit, for absorbing layers, provided $\sum_x1/e_x\ne0$; this extension is an observation, without a theorem of its own here.

In random-phase-approximation calculations, inverting the dielectric matrix brings in local-field effects; here that inversion has a closed form because $D(x)=e_xE(x)$ is a pointwise multiplication, undone by dividing by $e_x$. Replacing a real crystal's nonlocal microscopic response by local permittivities is a physical approximation that the hypotheses do not justify.

## Two materials in any order

Let the points of a set $S$ have permittivity $a>0$ and the others $b>0$, with filling fraction $f=|S|/N$. Counting layers gives

$$\frac1N\sum_x\frac1{e_x}=\frac fa+\frac{1-f}b,$$

so the macroscopic constant is the reciprocal of the right-hand side. Only the size of $S$ enters, not the order of the layers. In the proof, `hsum` does this count.

```lean
/-- Two-material superlattice: if the points of `S` have permittivity `a > 0` and all others
`b > 0`, the macroscopic constant is `1/(f/a + (1-f)/b)` with `f = |S|/N`. -/
theorem superlattice (S : Finset (ZMod N)) (a b : ℝ) (ha : 0 < a) (hb : 0 < b) :
    macroscopicConstant (dielectricMatrix fun x => ((if x ∈ S then a else b : ℝ) : ℂ)) =
      ((1 / ((S.card / N : ℝ) / a + (1 - (S.card / N : ℝ)) / b) : ℝ) : ℂ) := by
  have hN : (N : ℝ) ≠ 0 := Nat.cast_ne_zero.mpr (NeZero.ne N)
  have h := (layered_medium (fun x => if x ∈ S then a else b)
    (fun x => by split_ifs <;> assumption)).2.1
  refine h.trans (congrArg Complex.ofReal ?_)
  have hx : ∀ x : ZMod N, 1 / (if x ∈ S then a else b) =
      1 / b + if x ∈ S then 1 / a - 1 / b else 0 := by
    intro x
    split_ifs <;> ring
  -- count the layers of each material
  have hsum : ∑ x : ZMod N, 1 / (if x ∈ S then a else b) =
      (N : ℝ) * ((S.card / N : ℝ) / a + (1 - (S.card / N : ℝ)) / b) := by
    rw [Finset.sum_congr rfl fun x _ => hx x, Finset.sum_add_distrib, Finset.sum_const,
      Finset.sum_ite_mem, Finset.univ_inter, Finset.sum_const, Finset.card_univ, ZMod.card,
      nsmul_eq_mul, nsmul_eq_mul]
    have hs : (N : ℝ) * (S.card / N : ℝ) = S.card := by field_simp
    linear_combination (-(1 / a - 1 / b)) * hs
  show (N : ℝ) / ∑ x : ZMod N, 1 / (if x ∈ S then a else b) = _
  rw [hsum, ← div_div, div_self hN]

end

end LayeredDielectric
```

```lean
#print axioms LayeredDielectric.layered_medium
#print axioms LayeredDielectric.superlattice
```

```
'LayeredDielectric.layered_medium' depends on axioms: [propext, Classical.choice, Quot.sound]
'LayeredDielectric.superlattice' depends on axioms: [propext, Classical.choice, Quot.sound]
```
